# For a fixed finite Hermitian matrix H, the lowest Kleinman-Bylander level falls to −∞ as ⟨f, V f⟩ → 0 from below with ‖V f‖ bounded away from zero

## Hamiltonian, projector function and energy levels

Let H be a Hermitian Hamiltonian containing the kinetic energy and the local potential, V a real potential that acts in one angular-momentum channel, and f ≠ 0 a reference state. The Kleinman-Bylander construction replaces V by a separable term:

H_KB = H + |V f⟩⟨V f| / d,  d = ⟨f, V f⟩.

The replacement reproduces V on f but can create a ghost, a spurious level that may lie below all the physical ones. The question is what happens to the lowest level, for fixed H and f on a finite grid, when V varies so that d is negative and tends to zero while ‖V f‖ stays above a constant c > 0. Physically, the attractive and repulsive parts of V then nearly cancel in the average over f, although V remains appreciable where f lives.

The states are complex vectors on a finite index type `n`, read as grid points, and V is diagonal with real entries `v i`. The inner product is conjugate-linear in its first argument.

```lean
import Mathlib

open Matrix Filter Topology
open scoped ComplexOrder Pointwise

namespace KleinmanBylanderGhost

noncomputable section

variable {n : Type*} [Fintype n] [DecidableEq n]
```

An energy level is a real E for which A x = E x has a solution x ≠ 0. Multiplicity is not recorded.

```lean
/-- The energy levels of `A`: real eigenvalues that have a nonzero eigenvector. -/
def levels (A : Matrix n n ℂ) : Set ℝ :=
  {E | ∃ x : n → ℂ, x ≠ 0 ∧ A *ᵥ x = (E : ℂ) • x}
```

Write E_min(A) and E_max(A) for the infimum and supremum of the levels.

```lean
/-- The infimum of the energy levels. -/
def groundEnergy (A : Matrix n n ℂ) : ℝ := sInf (levels A)

/-- The supremum of the energy levels. -/
def topEnergy (A : Matrix n n ℂ) : ℝ := sSup (levels A)
```

States need not be normalised. The squared norm is

‖x‖² = Σᵢ |xᵢ|².

```lean
/-- The squared norm of a state. -/
def normSq (x : n → ℂ) : ℝ := ∑ i, ‖x i‖ ^ 2
```

Accordingly, `expect A x` is Re⟨x, A x⟩, and the usual expectation value is this number divided by ‖x‖².

```lean
/-- The real part of `⟨x, A x⟩`, the unnormalised expectation value. -/
def expect (A : Matrix n n ℂ) (x : n → ℂ) : ℝ := (star x ⬝ᵥ A *ᵥ x).re
```

The name `projector` follows pseudopotential usage: it denotes the vector p = V f, not a projection operator.

```lean
/-- The projector function `V f`, for a real diagonal potential `V` with entries `v`. -/
def projector (v : n → ℝ) (f : n → ℂ) : n → ℂ := fun i => (v i : ℂ) * f i
```

The denominator and the Hamiltonian follow. Rescaling f by a nonzero factor multiplies |p⟩⟨p| and d by the same number, so H_KB does not depend on the normalisation of f.

```lean
/-- The Kleinman-Bylander denominator `d = ⟨f, V f⟩`. -/
def kbDenom (v : n → ℝ) (f : n → ℂ) : ℝ := (star f ⬝ᵥ projector v f).re

/-- The Kleinman-Bylander Hamiltonian `H + |V f⟩⟨V f| / d`, meant for `d = ⟨f, V f⟩ ≠ 0`. -/
def kbHamiltonian (H : Matrix n n ℂ) (v : n → ℝ) (f : n → ℂ) : Matrix n n ℂ :=
  H + (((kbDenom v f)⁻¹ : ℝ) : ℂ) • vecMulVec (projector v f) (star (projector v f))
```

## The lowest level and the variational bound

Since conj(xᵢ) xᵢ = |xᵢ|², summing over i gives ⟨x, x⟩ = ‖x‖².

```lean
omit [DecidableEq n] in
/-- The inner product of a state with itself is its squared norm. -/
theorem star_dot_self (x : n → ℂ) : star x ⬝ᵥ x = (normSq x : ℂ) := by
  simp only [dotProduct, normSq, Complex.ofReal_sum, Complex.ofReal_pow]
  exact Finset.sum_congr rfl fun i _ => Complex.conj_mul' (x i)
```

A Hermitian matrix has an orthonormal basis of eigenvectors. Each of them is nonzero, so each eigenvalue in the spectral decomposition is a level in the sense above.

```lean
/-- Each eigenvalue in the spectral decomposition of a Hermitian matrix is an energy level. -/
theorem eigenvalue_mem_levels {A : Matrix n n ℂ} (hA : A.IsHermitian) (i : n) :
    hA.eigenvalues i ∈ levels A := by
  refine ⟨(hA.eigenvectorBasis i).ofLp, ?_, ?_⟩
  · intro h
    apply hA.eigenvectorBasis.orthonormal.ne_zero i
    ext j
    exact congrFun h j
  · refine (hA.mulVec_eigenvectorBasis i).trans ?_
    ext j
    simp
```

A matrix has finitely many eigenvalues, and for nonzero size a Hermitian one has at least one. A finite nonempty set of reals contains its infimum, so E_min(A) is itself a level. `IsLeast` expresses both membership and minimality.

```lean
/-- For a Hermitian matrix of nonzero size the ground energy is the smallest eigenvalue. -/
theorem groundEnergy_isLeast [Nonempty n] {A : Matrix n n ℂ} (hA : A.IsHermitian) :
    IsLeast (levels A) (groundEnergy A) := by
  -- a matrix has only finitely many eigenvalues
  have hfin : (levels A).Finite := by
    refine ((Module.End.finite_hasEigenvalue (Matrix.toLin' A)).preimage
      (f := fun r : ℝ => (r : ℂ)) Complex.ofReal_injective.injOn).subset ?_
    rintro E ⟨x, hx, hE⟩
    show Module.End.HasEigenvalue (Matrix.toLin' A) (E : ℂ)
    exact Module.End.hasEigenvalue_of_hasEigenvector (x := x)
      ⟨Module.End.mem_eigenspace_iff.mpr (by rw [Matrix.toLin'_apply]; exact hE), hx⟩
  have hne : (levels A).Nonempty := ⟨_, eigenvalue_mem_levels hA (Classical.arbitrary n)⟩
  exact ⟨hne.csInf_mem hfin, fun E h => csInf_le hfin.bddBelow h⟩
```

Now shift A by its lowest level. If μ is an eigenvalue of A − E_min(A), then μ + E_min(A) is a level of A, hence μ ≥ 0. The shifted matrix is therefore positive semidefinite, and expanding ⟨x, (A − E_min(A)) x⟩ ≥ 0 gives

E_min(A) ‖x‖² ≤ ⟨x, A x⟩.

The proof obtains positivity from `posSemidef_iff_eigenvalues_nonneg` and then expands the inner product.

```lean
/-- Variational principle: for Hermitian `A` the unnormalised expectation value in any state is at
least the ground energy times the squared norm. -/
theorem variational [Nonempty n] {A : Matrix n n ℂ} (hA : A.IsHermitian) (x : n → ℂ) :
    groundEnergy A * normSq x ≤ expect A x := by
  have hB : (A - (groundEnergy A : ℂ) • (1 : Matrix n n ℂ)).IsHermitian := by
    refine hA.sub ?_
    simp [Matrix.IsHermitian, conjTranspose_smul]
  -- the shifted matrix has no negative eigenvalue
  have hpos := hB.posSemidef_iff_eigenvalues_nonneg.mpr (fun i => by
    obtain ⟨y, hy, hyE⟩ := eigenvalue_mem_levels hB i
    have hmem : hB.eigenvalues i + groundEnergy A ∈ levels A := by
      refine ⟨y, hy, ?_⟩
      rw [sub_mulVec, smul_mulVec, one_mulVec, sub_eq_iff_eq_add] at hyE
      rw [hyE, Complex.ofReal_add, add_smul]
    have h := (groundEnergy_isLeast hA).2 hmem
    show (0 : ℝ) ≤ hB.eigenvalues i
    linarith)
  have h := (Complex.le_def.mp (hpos.dotProduct_mulVec_nonneg x)).1
  rw [sub_mulVec, smul_mulVec, one_mulVec, dotProduct_sub, dotProduct_smul, star_dot_self,
    smul_eq_mul, ← Complex.ofReal_mul, Complex.sub_re, Complex.ofReal_re, Complex.zero_re] at h
  unfold expect
  linarith
```

## What the separable term does to a state

The operator |p⟩⟨p| sends x to ⟨p, x⟩ p, so

H_KB x = H x + (⟨p, x⟩ / d) p.

```lean
omit [DecidableEq n] in
/-- The Kleinman-Bylander Hamiltonian adds to `H x` a multiple of the projector function, with
coefficient `⟨V f, x⟩ / d`. -/
theorem kb_mulVec (H : Matrix n n ℂ) (v : n → ℝ) (f x : n → ℂ) :
    kbHamiltonian H v f *ᵥ x = H *ᵥ x +
      ((((kbDenom v f)⁻¹ : ℝ) : ℂ) * (star (projector v f) ⬝ᵥ x)) • projector v f := by
  have h : vecMulVec (projector v f) (star (projector v f)) *ᵥ x
      = (star (projector v f) ⬝ᵥ x) • projector v f := by
    ext i
    simp only [mulVec, dotProduct, vecMulVec_apply, Pi.smul_apply, smul_eq_mul, Finset.sum_mul]
    exact Finset.sum_congr rfl fun j _ => by ring
  rw [kbHamiltonian, add_mulVec, smul_mulVec, h, smul_smul]
```

For x = f, the reality of V gives

⟨p, f⟩ = Σᵢ vᵢ |fᵢ|² = ⟨f, V f⟩ = d.

The coefficient is then d/d = 1, and H_KB f = H f + V f. In the proof, `h1` and `h2` compute the two inner products as the same real sum. The condition d ≠ 0 matters, because Lean sets 0⁻¹ = 0 and the separable term would vanish at d = 0.

```lean
/-- If `d ≠ 0`, the Kleinman-Bylander Hamiltonian acts on the reference state `f` exactly as the
original Hamiltonian `H + V`. -/
theorem kb_exact_on_reference (H : Matrix n n ℂ) (v : n → ℝ) (f : n → ℂ)
    (hd : kbDenom v f ≠ 0) :
    kbHamiltonian H v f *ᵥ f = (H + diagonal fun i => (v i : ℂ)) *ᵥ f := by
  have h1 : star (projector v f) ⬝ᵥ f = ((∑ i, v i * ‖f i‖ ^ 2 : ℝ) : ℂ) := by
    simp only [dotProduct, projector, Pi.star_apply, Complex.ofReal_sum, Complex.ofReal_mul,
      Complex.ofReal_pow]
    refine Finset.sum_congr rfl fun i _ => ?_
    rw [← Complex.conj_mul' (f i), star_mul', Complex.star_def, Complex.conj_ofReal]
    ring
  have h2 : star f ⬝ᵥ projector v f = ((∑ i, v i * ‖f i‖ ^ 2 : ℝ) : ℂ) := by
    simp only [dotProduct, projector, Pi.star_apply, Complex.ofReal_sum, Complex.ofReal_mul,
      Complex.ofReal_pow]
    refine Finset.sum_congr rfl fun i _ => ?_
    rw [← Complex.conj_mul' (f i), Complex.star_def]
    ring
  have h3 : star (projector v f) ⬝ᵥ f = (kbDenom v f : ℂ) := by
    rw [kbDenom, h2, Complex.ofReal_re, h1]
  rw [kb_mulVec, h3, ← Complex.ofReal_mul, inv_mul_cancel₀ hd, Complex.ofReal_one, one_smul,
    add_mulVec]
  congr 1
  ext i
  rw [mulVec_diagonal, projector]
```

If f is an eigenstate of H + V, it is thus an eigenstate of H_KB with the same energy. Nothing here requires f to be one.

Taking the inner product with a general x and using ⟨x, p⟩⟨p, x⟩ = |⟨p, x⟩|² gives

⟨x, H_KB x⟩ = ⟨x, H x⟩ + |⟨p, x⟩|² / d.

```lean
omit [DecidableEq n] in
/-- The separable term contributes `|⟨V f, x⟩|² / d` to the unnormalised expectation value. -/
theorem expect_kb (H : Matrix n n ℂ) (v : n → ℝ) (f x : n → ℂ) :
    expect (kbHamiltonian H v f) x
      = expect H x + ‖star (projector v f) ⬝ᵥ x‖ ^ 2 / kbDenom v f := by
  have hs : star x ⬝ᵥ projector v f = star (star (projector v f) ⬝ᵥ x) := by
    simp only [dotProduct, star_sum, star_mul', Pi.star_apply, star_star]
    exact Finset.sum_congr rfl fun i _ => mul_comm _ _
  have hm (s : ℂ) : s * star s = ((‖s‖ ^ 2 : ℝ) : ℂ) := by
    rw [Complex.ofReal_pow]
    exact Complex.mul_conj' s
  unfold expect
  rw [kb_mulVec, dotProduct_add, dotProduct_smul, Complex.add_re, hs, smul_eq_mul, mul_assoc,
    hm, ← Complex.ofReal_mul, Complex.ofReal_re, div_eq_inv_mul]
```

## A window for the lowest level

Let d < 0. For the lower bound, take a ground state x of H_KB. Cauchy-Schwarz gives |⟨p, x⟩|² ≤ ‖p‖² ‖x‖², and division by the negative d reverses the inequality:

E_min(H_KB) ‖x‖² = ⟨x, H x⟩ + |⟨p, x⟩|² / d ≥ (E_min(H) + ‖p‖² / d) ‖x‖².

For the upper bound, use p as a trial state. It is nonzero, since p = 0 would give d = 0. Then

E_min(H_KB) ‖p‖² ≤ ⟨p, H p⟩ + ‖p‖⁴ / d ≤ (E_max(H) + ‖p‖² / d) ‖p‖².

The last step is the variational bound for −H, whose levels are those of H with the sign changed. Dividing by the positive squared norms yields

E_min(H) + ‖p‖² / d ≤ E_min(H_KB) ≤ E_max(H) + ‖p‖² / d.

The two parts of the proof after `constructor` are these two estimates in the same order.

```lean
/-- For Hermitian `H` and `d < 0`, the lowest Kleinman-Bylander level equals `‖V f‖² / d` up to a
shift that lies between the lowest and the highest level of `H`. -/
theorem ghost_window [Nonempty n] {H : Matrix n n ℂ} (hH : H.IsHermitian) (v : n → ℝ)
    (f : n → ℂ) (hd : kbDenom v f < 0) :
    groundEnergy H + normSq (projector v f) / kbDenom v f ≤ groundEnergy (kbHamiltonian H v f) ∧
    groundEnergy (kbHamiltonian H v f) ≤
      topEnergy H + normSq (projector v f) / kbDenom v f := by
  have hK : (kbHamiltonian H v f).IsHermitian := by
    refine hH.add ?_
    ext i j
    simp only [conjTranspose_apply, Matrix.smul_apply, vecMulVec_apply, smul_eq_mul,
      Pi.star_apply, Complex.star_def, map_mul, Complex.conj_ofReal, starRingEnd_self_apply]
    ring
  have hpos (x : n → ℂ) (hx : x ≠ 0) : 0 < normSq x := by
    obtain ⟨i, hi⟩ := Function.ne_iff.mp hx
    exact Finset.sum_pos' (fun _ _ => by positivity)
      ⟨i, Finset.mem_univ i, pow_pos (norm_pos_iff.mpr hi) 2⟩
  constructor
  · -- lower bound: Cauchy-Schwarz in a ground state of the Kleinman-Bylander Hamiltonian
    obtain ⟨x, hx, hE⟩ := (groundEnergy_isLeast hK).1
    have hG : expect (kbHamiltonian H v f) x
        = groundEnergy (kbHamiltonian H v f) * normSq x := by
      rw [expect, hE, dotProduct_smul, star_dot_self, smul_eq_mul, ← Complex.ofReal_mul,
        Complex.ofReal_re]
    have hcs : ‖star (projector v f) ⬝ᵥ x‖ ^ 2 ≤ normSq (projector v f) * normSq x := by
      have h1 : ‖star (projector v f) ⬝ᵥ x‖ ≤ ∑ i, ‖projector v f i‖ * ‖x i‖ := by
        refine (norm_sum_le _ _).trans (le_of_eq ?_)
        exact Finset.sum_congr rfl fun i _ => by rw [norm_mul, Pi.star_apply, norm_star]
      exact (pow_le_pow_left₀ (norm_nonneg _) h1 2).trans
        (Finset.sum_mul_sq_le_sq_mul_sq _ _ _)
    have h2 := div_le_div_of_nonpos_of_le hd.le hcs
    have h3 := variational hH x
    rw [expect_kb] at hG
    refine le_of_mul_le_mul_right ?_ (hpos x hx)
    rw [add_mul, div_mul_eq_mul_div]
    linarith
  · -- upper bound: the projector function as trial state
    have hp : projector v f ≠ 0 := by
      intro h
      rw [kbDenom, h, dotProduct_zero, Complex.zero_re] at hd
      exact lt_irrefl _ hd
    have hneg : -levels (-H) = levels H := by
      ext E
      simp [levels, neg_mulVec]
    have hg : groundEnergy (-H) = -topEnergy H := by
      rw [groundEnergy, Real.sInf_def, hneg, topEnergy]
    have he : expect (-H) (projector v f) = -expect H (projector v f) := by
      simp [expect, neg_mulVec]
    have htop := variational hH.neg (projector v f)
    rw [hg, he] at htop
    have h := variational hK (projector v f)
    rw [expect_kb, star_dot_self, Complex.norm_real, Real.norm_eq_abs, sq_abs] at h
    refine le_of_mul_le_mul_right ?_ (hpos _ hp)
    rw [add_mul, div_mul_eq_mul_div, ← sq]
    linarith
```

## Divergence as the denominator closes

Now let Vⱼ be a sequence of potentials with H and f fixed, and put pⱼ = Vⱼ f. Assume ‖pⱼ‖² ≥ c², dⱼ < 0 and dⱼ → 0. Given any energy b, set M = |b − E_max(H)| + 1. For all sufficiently large j, −c²/M < dⱼ < 0, hence c²/dⱼ ≤ −M, and the upper end of the window gives

E_min(H_KB,ⱼ) ≤ E_max(H) + c²/dⱼ ≤ E_max(H) − M ≤ b.

Since b is arbitrary, the lowest level tends to −∞. In Lean this limit is `Tendsto … atTop atBot`; `filter_upwards` selects the large j, and `h3` is the estimate c²/dⱼ ≤ −M.

```lean
/-- Deep ghost: let `H` be Hermitian, `‖V_j f‖ ≥ c > 0`, and let `d_j = ⟨f, V_j f⟩` be negative
and tend to zero. Then the lowest Kleinman-Bylander level tends to minus infinity. -/
theorem deep_ghost [Nonempty n] {H : Matrix n n ℂ} (hH : H.IsHermitian) (f : n → ℂ)
    (v : ℕ → n → ℝ) {c : ℝ} (hc : 0 < c) (hp : ∀ j, c ^ 2 ≤ normSq (projector (v j) f))
    (hneg : ∀ j, kbDenom (v j) f < 0)
    (hlim : Tendsto (fun j => kbDenom (v j) f) atTop (𝓝 0)) :
    Tendsto (fun j => groundEnergy (kbHamiltonian H (v j) f)) atTop atBot := by
  rw [tendsto_atBot]
  intro b
  have hM : 0 < |b - topEnergy H| + 1 := by positivity
  have hq : -(c ^ 2 / (|b - topEnergy H| + 1)) < 0 := neg_lt_zero.mpr (by positivity)
  filter_upwards [(tendsto_order.1 hlim).1 _ hq] with j hj
  have h1 := (ghost_window hH (v j) f (hneg j)).2
  have h2 := div_le_div_of_nonpos_of_le (hneg j).le (hp j)
  -- a small denominator makes the attractive term exceed any bound
  have h3 : c ^ 2 / kbDenom (v j) f ≤ -(|b - topEnergy H| + 1) := by
    rw [div_le_iff_of_neg (hneg j)]
    have h4 : -kbDenom (v j) f < c ^ 2 / (|b - topEnergy H| + 1) := by linarith
    rw [lt_div_iff₀ hM] at h4
    linarith
  have h5 := neg_abs_le (b - topEnergy H)
  linarith
```

If the Vⱼ are also uniformly bounded, the levels of H + Vⱼ stay bounded, so the deep level is an artefact of the separable form. In electronic-structure work this makes a small negative d with appreciable ‖V f‖ a warning sign when a pseudopotential is constructed, here for one projector and a finite matrix. Two steps to that setting are left open. H is fixed here, whereas choosing another local potential changes H together with V. Also, E_max(H) grows without bound as a grid is refined, because H contains the kinetic energy, so the upper end of the window gives no grid-independent estimate.

The lower bound on ‖pⱼ‖ cannot be weakened to pⱼ ≠ 0. Take H = 0, ‖f‖ = 1 and Vⱼ = −tⱼ times the identity, with tⱼ = 1/(j+1). Then dⱼ = −tⱼ → 0 and pⱼ ≠ 0, but the separable term is −tⱼ |f⟩⟨f| and the lowest level −tⱼ tends to 0.

## Two sites

On one site, dⱼ → 0 with f fixed forces pⱼ → 0, so two sites are the smallest case in which the assumptions can be met. Take f = (1, 1) and Vⱼ = diag(1, −1 − 1/(j+1)). Then

dⱼ = −1/(j+1),  ‖pⱼ‖² = 1 + (1 + 1/(j+1))² ≥ 1,

and c = 1 works for every Hermitian H. With f normalised to (1, 1)/√2, both numbers are halved and their ratio is unchanged. The proof computes dⱼ and ‖pⱼ‖² and passes them to `deep_ghost`.

```lean
/-- Two-site instance: for every Hermitian `H`, the potentials `diag(1, -1 - 1/(j+1))` and the
unnormalised reference state `(1, 1)` drive the lowest level to minus infinity. -/
theorem deep_ghost_witness {H : Matrix (Fin 2) (Fin 2) ℂ} (hH : H.IsHermitian) :
    Tendsto (fun j : ℕ => groundEnergy
      (kbHamiltonian H ![1, -1 - 1 / ((j : ℝ) + 1)] ![1, 1])) atTop atBot := by
  have hden (a b : ℝ) : kbDenom ![a, b] ![1, 1] = a + b := by
    simp [kbDenom, projector, dotProduct, Fin.sum_univ_two]
  have hnorm (a b : ℝ) : normSq (projector ![a, b] ![1, 1]) = a ^ 2 + b ^ 2 := by
    simp [normSq, projector, Fin.sum_univ_two]
  have hd (j : ℕ) : kbDenom ![1, -1 - 1 / ((j : ℝ) + 1)] ![1, 1] = -(1 / ((j : ℝ) + 1)) := by
    rw [hden]
    ring
  refine deep_ghost hH ![1, 1] (fun j : ℕ => ![1, -1 - 1 / ((j : ℝ) + 1)]) one_pos ?_ ?_ ?_
  · intro j
    rw [hnorm]
    exact le_add_of_nonneg_right (sq_nonneg _)
  · intro j
    rw [hd]
    exact neg_lt_zero.mpr (by positivity)
  · simp only [hd]
    simpa using (tendsto_one_div_add_atTop_nhds_zero_nat (𝕜 := ℝ)).neg

end

end KleinmanBylanderGhost
```

```lean
#print axioms KleinmanBylanderGhost.kb_exact_on_reference
#print axioms KleinmanBylanderGhost.deep_ghost
```

```
'KleinmanBylanderGhost.kb_exact_on_reference' depends on axioms: [propext, Classical.choice, Quot.sound]
'KleinmanBylanderGhost.deep_ghost' depends on axioms: [propext, Classical.choice, Quot.sound]
```

For a numerical case take j = 9, so V = diag(1, −1.1), p = (1, −1.1), d = −0.1 and ‖p‖²/d = −22.1. Choose H with rows (0, −1) and (−1, 2.1), whose levels are −0.4 and 2.5. Then

H + V has rows (1, −1), (−1, 1) and levels 0, 2;

H_KB has rows (−10, 10), (10, −10) and levels −20, 0.

The reference state (1, 1)/√2 is the ground state of H + V at energy 0, and H_KB keeps it there. The ghost is (1, −1)/√2 at −20, inside the window from −22.5 to −19.6.
